# Repulsive screening moves the absorption peak of a damped oscillator upward and keeps its height

## One oscillator with numbers

Take a damped oscillator whose strength, damping and resonance frequency all equal 1. Its response to a field of frequency $w$ is $a(w)=1/(1-w^2-iw)$. Let the induced polarization produce a field of 3 times its size and opposite sign, so that the screened response is $A=a/(1+3a)$. Taking reciprocals gives

$$\frac1A=\frac1a+3=4-w^2-iw .$$

Screening has added 3 to the squared resonance frequency and left the damping term alone. The absorption $w\,\mathrm{Im}\,A$ is $w^2/((4-w^2)^2+w^2)$. It reaches 1 at $w=2$, whereas the bare absorption reaches the same value at $w=1$. At the old resonance $w=1$ the screened absorption is only $1/10$.

## The screened response

For general strength $f$, damping $G$ and bare frequency $w_0$, the response is

$$a(w)=\frac{f}{w_0^2-w^2-iGw}.$$

With time dependence $e^{-iwt}$, absorption corresponds to a positive imaginary part. A unit applied field induces the response $A$, which in turn produces the field $-\kappa A$. The oscillator responds to the total field:

$$A=a(1-\kappa A)\iff A(1+\kappa a)=a\iff A=\frac{a}{1+\kappa a},$$

provided $1+\kappa a\ne0$. The real constant $\kappa$ stands for an instantaneous interaction, repulsive when $\kappa>0$, and $G$ stands for all decay of the oscillation.

When $A$ is the dipole polarizability, the photoabsorption cross section in the dipole approximation is proportional to $w\,\mathrm{Im}\,A$. The model shows, for a single Lorentz oscillator with a frequency-independent coupling, the upward collective shift, relative to independent electrons, that also appears in random-phase calculations of atomic giant dipole resonances. It has no ionization threshold and no continuum of final states, so its unchanged peak height need not carry over to an atom.

## Position and height of the peak

Let $f,G,w_0>0$ and $s=w_0^2+\kappa f>0$. On $w>0$ the absorption has maximum $f/G$, attained only at $w=\sqrt s$, and $\sqrt s>w_0$ exactly when $\kappa>0$.

For $G,w>0$ the denominator of $a$ has imaginary part $-Gw\neq0$, so it does not vanish. Therefore

$$1+\kappa a=\frac{s-w^2-iGw}{w_0^2-w^2-iGw}.$$

The numerator is nonzero for the same reason. Dividing $a$ by this factor cancels the bare denominator:

$$A=\frac{f}{s-w^2-iGw}=\frac{f\,(s-w^2+iGw)}{(s-w^2)^2+G^2w^2}.$$

The absorption is therefore

$$w\,\mathrm{Im}\,A=\frac{fGw^2}{(s-w^2)^2+G^2w^2},$$

and its distance from $f/G$ is

$$\frac fG-w\,\mathrm{Im}\,A=\frac{f\,(s-w^2)^2}{G\left[(s-w^2)^2+G^2w^2\right]}\ge0 .$$

Equality holds only for $w^2=s$, which for $w>0$ means $w=\sqrt s$. Since $w_0>0$, the inequality $w_0<\sqrt s$ is equivalent to $w_0^2<w_0^2+\kappa f$, hence to $\kappa>0$.

The condition $s>0$ is automatic for repulsion. For attraction it says that the static restoring force survives. If $s\le0$, then $s-w^2$ is negative for every $w>0$, and the value $f/G$ is not reached.

## Where screening enhances absorption

Let $\kappa>0$. The bare and screened line shapes have the same numerator, so screening enhances absorption exactly where it lowers the denominator. The bare denominator minus the screened one is

$$(w_0^2-w^2)^2-(s-w^2)^2=\kappa f\,(2w^2-2w_0^2-\kappa f).$$

This is positive exactly when $w^2>w_0^2+\kappa f/2$. In the numerical example the crossing is at $w^2=5/2$.

## The width at half maximum

The same line shape gives the width. Half the maximum is reached when $|s-w^2|=Gw$. The two positive solutions are

$$w_\pm=\frac{\sqrt{G^2+4s}\pm G}{2},$$

and they differ by $G$. The full width at half maximum is thus independent of $\kappa$; this short computation is not part of the Lean file.

## The Lean statements and their proofs

In the file, `bare` is $a(w)$, `screened` is the map $a\mapsto a/(1+\kappa a)$, and `absorption` is $w\,\mathrm{Im}\,A(w)$. All parameters are real and the responses are complex. The shifted frequency enters none of these definitions.

The theorem `giant_resonance` has four parts: the peak frequency is positive, the absorption there equals `f / G`, it is strictly smaller at every other positive frequency, and the peak lies above `w0` exactly when `0 < κ`. The second and third parts together give the maximum and its uniqueness. The theorem `screening_enhances_iff` states the crossing criterion for $f,G,\kappa,w>0$ and any real $w_0$.

```lean
import Mathlib

open Complex

namespace ScreenedGiantResonance

noncomputable section

/-- Bare response of an oscillator of strength `f`, frequency `w0` and damping `G` to a field
of frequency `w`; its domain is where the denominator is nonzero, in particular `G, w > 0`. -/
def bare (f w0 G w : ℝ) : ℂ := f / ((w0 : ℂ) ^ 2 - (w : ℂ) ^ 2 - I * G * w)

/-- Response screened by an induced field of coupling `κ`, for `1 + κ a ≠ 0`. -/
def screened (κ : ℝ) (a : ℂ) : ℂ := a / (1 + κ * a)

/-- Absorption `w Im A(w)` of the screened oscillator, for `G, w > 0`. -/
def absorption (f w0 G κ w : ℝ) : ℝ := w * (screened κ (bare f w0 G w)).im

/-- If `1 + κ a ≠ 0`, the screened response is the unique solution of the self-consistent
field equation `A = a (1 - κ A)`: the bare system responds to the applied plus induced field. -/
theorem self_consistent_iff (κ : ℝ) (a A : ℂ) (h : 1 + κ * a ≠ 0) :
    A = a * (1 - κ * A) ↔ A = screened κ a := by
  unfold screened
  rw [eq_div_iff h]
  constructor <;> intro e <;> linear_combination e

/-- With damping `G > 0` and at frequency `w > 0`, the oscillator denominator does not vanish,
whatever the real squared resonance frequency `s`. -/
theorem denominator_ne_zero {G w : ℝ} (hG : 0 < G) (hw : 0 < w) (s : ℝ) :
    (s : ℂ) - (w : ℂ) ^ 2 - I * G * w ≠ 0 := by
  intro h
  have him := congrArg Complex.im h
  simp [pow_two, hG.ne', hw.ne'] at him

/-- For `G, w > 0` the screening factor `1 + κ a(w)` is nonzero, and it is the ratio of the
oscillator denominators with squared frequencies `w0² + κ f` and `w0²`. -/
theorem screening_factor (f w0 κ : ℝ) {G w : ℝ} (hG : 0 < G) (hw : 0 < w) :
    1 + κ * bare f w0 G w ≠ 0 ∧
    1 + κ * bare f w0 G w =
      (((w0 ^ 2 + κ * f : ℝ) : ℂ) - (w : ℂ) ^ 2 - I * G * w) /
        ((w0 : ℂ) ^ 2 - (w : ℂ) ^ 2 - I * G * w) := by
  have h : (w0 : ℂ) ^ 2 - (w : ℂ) ^ 2 - I * G * w ≠ 0 := by
    have h' := denominator_ne_zero hG hw (w0 ^ 2)
    push_cast at h'
    exact h'
  have e : 1 + κ * bare f w0 G w =
      (((w0 ^ 2 + κ * f : ℝ) : ℂ) - (w : ℂ) ^ 2 - I * G * w) /
        ((w0 : ℂ) ^ 2 - (w : ℂ) ^ 2 - I * G * w) := by
    unfold bare
    rw [eq_div_iff h]
    push_cast
    have hc := div_mul_cancel₀ (f : ℂ) h
    linear_combination (κ : ℂ) * hc
  refine ⟨?_, e⟩
  rw [e]
  exact div_ne_zero (denominator_ne_zero hG hw _) h

/-- For `G, w > 0` the screened response is again that of an oscillator of strength `f` and
damping `G`, with squared frequency `w0² + κ f`. -/
theorem screened_eq (f w0 κ : ℝ) {G w : ℝ} (hG : 0 < G) (hw : 0 < w) :
    screened κ (bare f w0 G w) =
      f / (((w0 ^ 2 + κ * f : ℝ) : ℂ) - (w : ℂ) ^ 2 - I * G * w) := by
  have h : (w0 : ℂ) ^ 2 - (w : ℂ) ^ 2 - I * G * w ≠ 0 := by
    have h' := denominator_ne_zero hG hw (w0 ^ 2)
    push_cast at h'
    exact h'
  unfold screened
  rw [(screening_factor f w0 κ hG hw).2]
  unfold bare
  -- the bare denominator cancels
  exact div_div_div_cancel_right₀ h _ _

/-- Line shape of the screened absorption for `G, w > 0`. -/
theorem absorption_eq (f w0 κ : ℝ) {G w : ℝ} (hG : 0 < G) (hw : 0 < w) :
    absorption f w0 G κ w =
      f * G * w ^ 2 / ((w0 ^ 2 + κ * f - w ^ 2) ^ 2 + (G * w) ^ 2) := by
  have hre : ∀ s : ℝ, ((s : ℂ) - (w : ℂ) ^ 2 - I * G * w).re = s - w ^ 2 := by
    intro s
    simp [pow_two]
  have him : ∀ s : ℝ, ((s : ℂ) - (w : ℂ) ^ 2 - I * G * w).im = -(G * w) := by
    intro s
    simp [pow_two]
  unfold absorption
  rw [screened_eq f w0 κ hG hw, Complex.div_im, Complex.normSq_apply, hre, him,
    Complex.ofReal_re, Complex.ofReal_im]
  ring

/-- Let `f, G, w0 > 0` and `w0² + κ f > 0`. On `w > 0` the screened absorption has maximum
`f / G`, attained only at `w = √(w0² + κ f)`, and this peak lies above `w0` exactly when the
coupling is repulsive, `κ > 0`. -/
theorem giant_resonance {f w0 G κ : ℝ} (hf : 0 < f) (hG : 0 < G) (hw0 : 0 < w0)
    (hs : 0 < w0 ^ 2 + κ * f) :
    0 < √(w0 ^ 2 + κ * f) ∧
    absorption f w0 G κ (√(w0 ^ 2 + κ * f)) = f / G ∧
    (∀ w, 0 < w → w ≠ √(w0 ^ 2 + κ * f) → absorption f w0 G κ w < f / G) ∧
    (w0 < √(w0 ^ 2 + κ * f) ↔ 0 < κ) := by
  have hpos := Real.sqrt_pos.2 hs
  refine ⟨hpos, ?_, ?_, ?_⟩
  · -- at the peak the detuning vanishes
    rw [absorption_eq f w0 κ hG hpos, mul_pow, Real.sq_sqrt hs.le, sub_self]
    generalize w0 ^ 2 + κ * f = s at hs ⊢
    have hd : (0 : ℝ) ^ 2 + G ^ 2 * s ≠ 0 := by positivity
    rw [div_eq_div_iff hd hG.ne']
    ring
  · intro w hw hne
    -- away from the peak the squared detuning is strictly positive
    have hdet : w0 ^ 2 + κ * f - w ^ 2 ≠ 0 := by
      intro h
      apply hne
      rw [sub_eq_zero.1 h, Real.sqrt_sq hw.le]
    have hsq : 0 < (w0 ^ 2 + κ * f - w ^ 2) ^ 2 := by positivity
    have hden : 0 < (w0 ^ 2 + κ * f - w ^ 2) ^ 2 + (G * w) ^ 2 := by positivity
    rw [absorption_eq f w0 κ hG hw, div_lt_div_iff₀ hden hG]
    linarith [mul_pos hf hsq,
      show f * ((w0 ^ 2 + κ * f - w ^ 2) ^ 2 + (G * w) ^ 2) =
        f * (w0 ^ 2 + κ * f - w ^ 2) ^ 2 + f * G * w ^ 2 * G by ring]
  · rw [Real.lt_sqrt hw0.le]
    constructor
    · intro h
      exact (mul_pos_iff_of_pos_right hf).1 (by linarith)
    · intro h
      linarith [mul_pos h hf]

/-- For `f, G, κ > 0` and `w > 0`, repulsive screening enhances the absorption at frequency `w`
exactly when `w² > w0² + κ f / 2`. -/
theorem screening_enhances_iff {f G κ w : ℝ} (w0 : ℝ) (hf : 0 < f) (hG : 0 < G)
    (hκ : 0 < κ) (hw : 0 < w) :
    w * (bare f w0 G w).im < absorption f w0 G κ w ↔ w0 ^ 2 + κ * f / 2 < w ^ 2 := by
  -- the bare absorption is the case of zero coupling
  have h0 : w * (bare f w0 G w).im = absorption f w0 G 0 w := by
    simp [absorption, screened]
  have hN : 0 < f * G * w ^ 2 := by positivity
  have hκf : 0 < κ * f := mul_pos hκ hf
  have hD : ∀ k : ℝ, 0 < (w0 ^ 2 + k * f - w ^ 2) ^ 2 + (G * w) ^ 2 := by
    intro k
    positivity
  -- the two denominators differ by a product with the positive factor `κ f`
  have hdiff : (w0 ^ 2 + 0 * f - w ^ 2) ^ 2 + (G * w) ^ 2
      - ((w0 ^ 2 + κ * f - w ^ 2) ^ 2 + (G * w) ^ 2)
      = κ * f * (2 * w ^ 2 - 2 * w0 ^ 2 - κ * f) := by ring
  rw [h0, absorption_eq f w0 0 hG hw, absorption_eq f w0 κ hG hw,
    div_lt_div_iff₀ (hD 0) (hD κ)]
  constructor
  · intro h
    have h1 := lt_of_mul_lt_mul_left h hN.le
    have h2 : 0 < 2 * w ^ 2 - 2 * w0 ^ 2 - κ * f :=
      (mul_pos_iff_of_pos_left hκf).1 (by linarith)
    linarith
  · intro h
    have h2 : 0 < 2 * w ^ 2 - 2 * w0 ^ 2 - κ * f := by linarith
    have h3 := mul_pos hκf h2
    exact mul_lt_mul_of_pos_left (by linarith) hN

end

end ScreenedGiantResonance
```

```lean
#print axioms ScreenedGiantResonance.self_consistent_iff
-- 'ScreenedGiantResonance.self_consistent_iff' depends on axioms: [propext, Classical.choice, Quot.sound]
#print axioms ScreenedGiantResonance.giant_resonance
-- 'ScreenedGiantResonance.giant_resonance' depends on axioms: [propext, Classical.choice, Quot.sound]
#print axioms ScreenedGiantResonance.screening_enhances_iff
-- 'ScreenedGiantResonance.screening_enhances_iff' depends on axioms: [propext, Classical.choice, Quot.sound]
```

`self_consistent_iff` clears the denominator $1+\kappa a$, after which each direction is a linear rearrangement of the field equation. `denominator_ne_zero` takes the imaginary part of a supposed zero and contradicts $G,w>0$. It is stated for any real squared frequency `s`, so it serves both the bare and the shifted oscillator.

`screening_factor` writes $1+\kappa a$ as the quotient of the two denominators and concludes that it is nonzero. `screened_eq` then cancels the bare denominator with `div_div_div_cancel_right₀`. `absorption_eq` computes the real and imaginary parts of the remaining denominator and applies the formula for the imaginary part of a quotient.

In `giant_resonance`, the value at the peak follows because `Real.sq_sqrt` makes the detuning $s-w^2$ zero. Away from the peak, `hdet` shows that the detuning is nonzero, since otherwise $w$ would be the square root. Cross-multiplying with `div_lt_div_iff₀` leaves an inequality whose two sides differ by $f(s-w^2)^2$, the numerator found above, and `mul_pos hf hsq` supplies its sign. For the direction of the shift, `Real.lt_sqrt` replaces the comparison of frequencies by one of squares.

`screening_enhances_iff` treats the bare absorption as the case of zero coupling, so `absorption_eq` gives both line shapes. The identity `hdiff` is the factored difference of denominators, and the positive factor $\kappa f$ reduces the comparison to the sign of $2w^2-2w_0^2-\kappa f$.
